# Origin dependence of the dipole moment of finitely many point charges

## Definitions and conventions

Positions and candidate origins are vectors of a real vector space $V$, of any dimension and with no length or angle assumed. Charges carry labels of a type $\iota$.

```lean
import Mathlib

open Finset

namespace DipoleOrigin

noncomputable section

variable {ι V : Type*} [AddCommGroup V] [Module ℝ V]
```

A finite set $s$ of labels selects the system. Label $i$ has a real charge $q_i$ (`q i`) of either sign. The total charge is $Q=\sum_{i\in s} q_i$.

```lean
/-- The total charge `Q = ∑ qᵢ` of the point charges labelled by `s`. -/
def totalCharge (s : Finset ι) (q : ι → ℝ) : ℝ := ∑ i ∈ s, q i
```

With charge $i$ at position $r_i$ (`r i`), the dipole about an origin $a\in V$ is $p(a)=\sum_{i\in s} q_i(r_i-a)$.

```lean
/-- The dipole moment `p(a) = ∑ qᵢ (rᵢ - a)` of charges `qᵢ` at positions `rᵢ`,
taken about the origin `a`. -/
def dipole (s : Finset ι) (q : ι → ℝ) (r : ι → V) (a : V) : V :=
  ∑ i ∈ s, q i • (r i - a)
```

The centre of charge is $C=Q^{-1}\sum_{i\in s} q_i r_i$. A neutral system has no centre of charge. Lean sets $0^{-1}=0$ and so returns the zero vector in that case, a value without physical meaning; every theorem statement that mentions $C$ has hypotheses forcing a nonzero charge.

```lean
/-- The centre of charge `Q⁻¹ ∑ qᵢ rᵢ` of a system with nonzero total charge `Q`. -/
def centreOfCharge (s : Finset ι) (q : ι → ℝ) (r : ι → V) : V :=
  (totalCharge s q)⁻¹ • ∑ i ∈ s, q i • r i
```

The energy in an external potential $\varphi:V\to\mathbb R$ is $U=\sum_{i\in s} q_i\,\varphi(r_i)$; interactions among the charges are left out.

```lean
/-- The electrostatic energy `∑ qᵢ φ(rᵢ)` of the charges in an external potential `φ`. -/
def energy (s : Finset ι) (q : ι → ℝ) (r : ι → V) (φ : V → ℝ) : ℝ :=
  ∑ i ∈ s, q i * φ (r i)
```

The model has finitely many fixed point charges, with no continuous density, periodic images or higher multipoles. Positions could instead be points of an affine space over $V$. There would then be no preferred origin $0$: the two-origin formula below would survive, while $p(0)$ would need a chosen reference point.

## Change of origin

For two origins $a,b$, write $r_i-b=(r_i-a)-(b-a)$, multiply by $q_i$ and sum:
$$p(b)=\sum_i q_i(r_i-a)-\Big(\sum_i q_i\Big)(b-a)=p(a)-Q\,(b-a).$$
`Finset.sum_smul` writes $Q(b-a)$ as a sum, the two sums are merged, and `module` checks the identity charge by charge.

```lean
/-- Moving the origin from `a` to `b` changes the dipole by `-Q (b - a)`. -/
theorem dipole_change_origin (s : Finset ι) (q : ι → ℝ) (r : ι → V) (a b : V) :
    dipole s q r b = dipole s q r a - totalCharge s q • (b - a) := by
  unfold dipole totalCharge
  rw [Finset.sum_smul, ← Finset.sum_sub_distrib]
  -- charge by charge: rᵢ - b = (rᵢ - a) - (b - a)
  refine Finset.sum_congr rfl fun i _ => ?_
  module
```

Taking the first origin at $0$ and calling the second $a$ gives $p(a)=p(0)-Qa$.

```lean
/-- The dipole about `a` is `p(a) = p(0) - Q a`. -/
theorem dipole_eq_sub (s : Finset ι) (q : ι → ℝ) (r : ι → V) (a : V) :
    dipole s q r a = dipole s q r 0 - totalCharge s q • a := by
  have h := dipole_change_origin s q r 0 a
  rwa [sub_zero] at h
```

Suppose $p$ is the same about all origins and $Q\neq0$. Choose $v\neq0$. Then $p(v)=p(0)$ reads $p(0)-Qv=p(0)$, so $Qv=0$ and $v=Q^{-1}Qv=0$, a contradiction. Conversely, $Q=0$ gives $p(a)=p(0)=p(b)$. The theorem states this equivalence, and `[Nontrivial V]` supplies $v$ through `exists_ne`. In $V=\{0\}$ the forward direction fails: a single unit charge has $Q=1$ and only one origin to choose.

```lean
/-- In a nontrivial space the dipole is the same about all origins if and only if
the total charge vanishes. -/
theorem dipole_origin_independent_iff [Nontrivial V] (s : Finset ι) (q : ι → ℝ) (r : ι → V) :
    (∀ a b : V, dipole s q r a = dipole s q r b) ↔ totalCharge s q = 0 := by
  constructor
  · intro h
    by_contra hQ
    obtain ⟨v, hv⟩ := exists_ne (0 : V)
    -- comparing the origins v and 0 gives Q v = 0
    have h1 := h v 0
    rw [dipole_eq_sub s q r v] at h1
    have h2 : totalCharge s q • v = 0 := sub_eq_self.mp h1
    apply hv
    calc v = (totalCharge s q)⁻¹ • totalCharge s q • v := (inv_smul_smul₀ hQ v).symm
      _ = 0 := by rw [h2, smul_zero]
  · intro hQ a b
    rw [dipole_eq_sub s q r a, dipole_eq_sub s q r b, hQ, zero_smul, zero_smul]
```

The dipole of a finite non-periodic set of point charges, such as the atomic partial charges of a simulation model, is therefore independent of the origin when those charges sum to zero, and needs a stated origin when they do not, as for an ion. The nuclei of a neutral molecule taken alone have positive total charge, so their dipole depends on the origin; the compensating electronic contribution is a continuous density and lies outside this model. A program can accumulate $p(0)$ and $Q$ in one loop over atoms and subtract $Qa$ afterwards, with $a$ the centre of mass, say.

An easy mistake is to read neutrality as protection against any shift of coordinates. Wrapping one charge $q_j$ into a periodic box by a vector $L$ moves that charge alone and changes $p$ by $q_jL$ even when $Q=0$; that remark is plain algebra and not among the theorems.

## Charged systems

For $Q\neq0$, $p(0)=\sum_i q_ir_i=QC$, hence $p(a)=QC-Qa=Q(C-a)$. The step `smul_inv_smul₀ hQ` cancels $QQ^{-1}$.

```lean
/-- For nonzero total charge, the dipole about `a` is the total charge times the
vector from `a` to the centre of charge. -/
theorem dipole_eq_smul_centre (s : Finset ι) (q : ι → ℝ) (r : ι → V)
    (hQ : totalCharge s q ≠ 0) (a : V) :
    dipole s q r a = totalCharge s q • (centreOfCharge s q r - a) := by
  have h0 : dipole s q r 0 = ∑ i ∈ s, q i • r i := by simp [dipole]
  rw [dipole_eq_sub s q r a, h0, centreOfCharge, smul_sub, smul_inv_smul₀ hQ]
```

For any vector $v$, the equation $Q(C-a)=v$ is equivalent to $a=C-Q^{-1}v$. Each $v$ is thus the dipole about exactly one origin.

```lean
/-- For nonzero total charge, the dipole about `a` equals a given vector `v` exactly when
`a` is the centre of charge minus `v / Q`. -/
theorem dipole_eq_iff (s : Finset ι) (q : ι → ℝ) (r : ι → V)
    (hQ : totalCharge s q ≠ 0) (a v : V) :
    dipole s q r a = v ↔ a = centreOfCharge s q r - (totalCharge s q)⁻¹ • v := by
  rw [dipole_eq_smul_centre s q r hQ a]
  constructor
  · intro h
    rw [← h, inv_smul_smul₀ hQ]
    abel
  · intro h
    rw [h, sub_sub_cancel, smul_inv_smul₀ hQ]
```

Let the space, now called $W$, be nontrivial and carry any norm. If $Q\neq0$, pick $v\neq0$. The origins $C-Q^{-1}v$ and $C$ give dipoles $v$ and $0$ (`h1`, `h0`), so equal magnitudes would force $\|v\|=0$. If $Q=0$ the vectors already agree. So $\|p(a)\|$ is independent of $a$ exactly when $Q=0$.

```lean
/-- In a nontrivial normed space the magnitude of the dipole is the same about all origins
if and only if the total charge vanishes. -/
theorem norm_dipole_origin_independent_iff {W : Type*} [NormedAddCommGroup W]
    [NormedSpace ℝ W] [Nontrivial W] (s : Finset ι) (q : ι → ℝ) (r : ι → W) :
    (∀ a b : W, ‖dipole s q r a‖ = ‖dipole s q r b‖) ↔ totalCharge s q = 0 := by
  constructor
  · intro h
    by_contra hQ
    obtain ⟨v, hv⟩ := exists_ne (0 : W)
    -- a charged system has an origin with dipole v and an origin with dipole 0
    have h1 := (dipole_eq_iff s q r hQ _ v).2 rfl
    have h0 := (dipole_eq_iff s q r hQ _ (0 : W)).2 rfl
    have h2 := h (centreOfCharge s q r - (totalCharge s q)⁻¹ • v)
      (centreOfCharge s q r - (totalCharge s q)⁻¹ • (0 : W))
    rw [h1, h0, norm_zero] at h2
    exact hv (norm_eq_zero.mp h2)
  · intro hQ a b
    rw [(dipole_origin_independent_iff s q r).2 hQ a b]
```

## Two fragments

Let $A,B$ be disjoint label sets with charges $Q_A,Q_B$, dipoles $p_A,p_B$ and their own origins $a_A,a_B$ (`aA`, `aB`). The sum over $A\cup B$ splits, $p(a)=p_A(a)+p_B(a)$ (`hsplit`), and $p_A(a)=p_A(a_A)-Q_A(a-a_A)$, likewise for $B$. Therefore
$$p(a)=p_A(a_A)+p_B(a_B)+Q_A(a_A-a)+Q_B(a_B-a).$$
Disjointness prevents double counting: for $A=B$ a single unit charge at $x\neq0$, with all origins $0$, the left side is $x$ and the right side $2x$.

```lean
/-- The dipole about `a` of two disjoint fragments is the sum of the fragment dipoles about
their own origins plus each fragment charge times the vector from `a` to its origin. -/
theorem dipole_union [DecidableEq ι] (A B : Finset ι) (hAB : Disjoint A B) (q : ι → ℝ)
    (r : ι → V) (a aA aB : V) :
    dipole (A ∪ B) q r a = dipole A q r aA + dipole B q r aB
      + totalCharge A q • (aA - a) + totalCharge B q • (aB - a) := by
  have hsplit : dipole (A ∪ B) q r a = dipole A q r a + dipole B q r a := by
    unfold dipole
    exact Finset.sum_union hAB
  -- shift each fragment to its own origin
  rw [hsplit, dipole_change_origin A q r aA a, dipole_change_origin B q r aB a]
  module
```

If $Q_A+Q_B=0$, then $Q_B=-Q_A$ (`hB`) and $Q_A(a_A-a)-Q_A(a_B-a)=Q_A(a_A-a_B)$, in which $a$ no longer appears.

```lean
/-- For two disjoint fragments of opposite total charge, the dipole about any origin is the
sum of the fragment dipoles plus `Q_A` times the separation of the fragment origins. -/
theorem dipole_neutral_pair [DecidableEq ι] (A B : Finset ι) (hAB : Disjoint A B) (q : ι → ℝ)
    (r : ι → V) (hn : totalCharge A q + totalCharge B q = 0) (a aA aB : V) :
    dipole (A ∪ B) q r a = dipole A q r aA + dipole B q r aB
      + totalCharge A q • (aA - aB) := by
  have hB : totalCharge B q = -totalCharge A q := by linarith
  rw [dipole_union A B hAB q r a aA aB, hB]
  module
```

If moreover $Q_A\neq0$, then $Q_B\neq0$ and both centres of charge $C_A,C_B$ are defined. Each fragment dipole vanishes about its own centre, $p_A(C_A)=Q_A(C_A-C_A)=0$ (`hpA`, and `hpB` for $B$), which leaves $p(a)=Q_A(C_A-C_B)$ for every $a$.

```lean
/-- For two disjoint fragments of opposite nonzero total charge, the dipole about any origin
is `Q_A` times the separation of the two centres of charge. -/
theorem dipole_neutral_pair_centres [DecidableEq ι] (A B : Finset ι) (hAB : Disjoint A B)
    (q : ι → ℝ) (r : ι → V) (hn : totalCharge A q + totalCharge B q = 0)
    (hA : totalCharge A q ≠ 0) (a : V) :
    dipole (A ∪ B) q r a
      = totalCharge A q • (centreOfCharge A q r - centreOfCharge B q r) := by
  have hB : totalCharge B q ≠ 0 := fun h => hA (by linarith)
  -- each fragment dipole vanishes about its own centre of charge
  have hpA : dipole A q r (centreOfCharge A q r) = 0 := by
    rw [dipole_eq_smul_centre A q r hA, sub_self, smul_zero]
  have hpB : dipole B q r (centreOfCharge B q r) = 0 := by
    rw [dipole_eq_smul_centre B q r hB, sub_self, smul_zero]
  rw [dipole_neutral_pair A B hAB q r hn a (centreOfCharge A q r) (centreOfCharge B q r),
    hpA, hpB, zero_add, zero_add]
```

## Uniform field

Since $V$ has no dot product, a uniform field is a linear functional $E:V\to\mathbb R$, with $E(x)$ standing for the dot product of the field with $x$. Let $\varphi_a$ (`φa`) be the potential at $a$, so $\varphi(x)=\varphi_a-E(x-a)$. Then
$$U=\sum_i q_i\varphi_a-\sum_i q_iE(r_i-a)=Q\varphi_a-E(p(a)).$$
`map_sum` and `map_smul` express the linearity of $E$, and `ring` closes each term. The familiar form $-E(p)$ is the whole energy when $Q\varphi_a=0$.

```lean
/-- In the potential `φ(x) = φₐ - E(x - a)` of a uniform field `E`, the energy of the charges
is `Q φₐ - E(p(a))`. -/
theorem energy_uniform_field (s : Finset ι) (q : ι → ℝ) (r : ι → V) (E : V →ₗ[ℝ] ℝ)
    (a : V) (φa : ℝ) :
    energy s q r (fun x => φa - E (x - a))
      = totalCharge s q * φa - E (dipole s q r a) := by
  simp only [energy, totalCharge, dipole, map_sum, map_smul, smul_eq_mul, Finset.sum_mul]
  rw [← Finset.sum_sub_distrib]
  exact Finset.sum_congr rfl fun i _ => by ring
```

## A pair of opposite charges

Take labels $0$ and $1$, with $q_0=c$ at $r_0=x$ and $q_1=-c$ at $r_1=y$, written `![c, -c]` and `![x, y]`. Then $Q=c-c=0$ and $p(a)=c(x-a)-c(y-a)=c(x-y)$ for every $a$. For $c>0$ and $x\neq y$ the dipole points from the negative charge to the positive one.

```lean
/-- Charges `c` at `x` and `-c` at `y` have zero total charge and dipole `c (x - y)`
about every origin. -/
theorem two_charge_dipole_witness (c : ℝ) (x y a : V) :
    totalCharge univ ![c, -c] = 0 ∧ dipole univ ![c, -c] ![x, y] a = c • (x - y) := by
  constructor
  · simp [totalCharge, Fin.sum_univ_two]
  · unfold dipole
    rw [Fin.sum_univ_two]
    show c • (x - a) + (-c) • (y - a) = c • (x - y)
    module

end

end DipoleOrigin
```

```lean
#print axioms DipoleOrigin.norm_dipole_origin_independent_iff
#print axioms DipoleOrigin.dipole_neutral_pair_centres
#print axioms DipoleOrigin.energy_uniform_field
```

```
'DipoleOrigin.norm_dipole_origin_independent_iff' depends on axioms: [propext, Classical.choice, Quot.sound]
'DipoleOrigin.dipole_neutral_pair_centres' depends on axioms: [propext, Classical.choice, Quot.sound]
'DipoleOrigin.energy_uniform_field' depends on axioms: [propext, Classical.choice, Quot.sound]
```
